# Rytov's Dispersion Relation and the Minigap Condition for Two Layers of Equal Acoustic Phase

Consider a plane acoustic wave of angular frequency $\omega>0$ travelling along the normal of a stack of homogeneous elastic layers. A layer of thickness $d$, mass density $\rho$ and sound speed $c$ enters through two numbers, its acoustic phase $a=\omega d/c$ and its impedance $Z=\rho c>0$. The state of the wave at a point is the pair $(u,s)$, where $u$ is the displacement and $s$ is the stress divided by $\omega$. Both are continuous across a perfectly bonded interface.

Position inside a layer is measured by the phase coordinate $y=\omega x/c$, with $x$ the distance from one face. Hooke's law and Newton's law then read
$$\frac{du}{dy}=\frac{s}{Z},\qquad \frac{ds}{dy}=-Zu .$$
The matrix that carries the state across the layer is
$$M(a,Z)=\begin{pmatrix}\cos a & \sin a/Z\\ -Z\sin a & \cos a\end{pmatrix}.$$
A superlattice cell consists of two layers, with phases $a,b$ and impedances $Z_1,Z_2$, and has the matrix $T=M(a,Z_1)M(b,Z_2)$. A Bloch wave of real phase $\theta$ is a nonzero complex state $v$ with $Tv=e^{i\theta}v$. Here $\theta$ is the Bloch wavenumber times the cell length. A minigap is a situation in which no real $\theta$ is possible.

## From the layer equations to the gap

The claim has three parts. The cell matrix has determinant 1. Its half-trace is
$$h=\tfrac12\operatorname{tr}T=\cos(a+b)-\frac{(Z_1-Z_2)^2}{2Z_1Z_2}\sin a\sin b ,$$
and a Bloch wave of real phase $\theta$ exists exactly when $\cos\theta=h$. For $a=b$ there is a minigap, equivalently $h<-1$, exactly when
$$|\cos a|<\frac{|Z_1-Z_2|}{Z_1+Z_2}.$$

**Propagation.** Starting from $(w_0,w_1)$ at $y=0$, the matrix gives $u=w_0\cos y+w_1\sin y/Z$ and $s=-Zw_0\sin y+w_1\cos y$. Differentiation yields $u'=-w_0\sin y+w_1\cos y/Z=s/Z$ and $s'=-Zw_0\cos y-w_1\sin y=-Zu$, as required.

**Determinant and trace.** For one layer, $\det M=\cos^2a+\sin^2a=1$, and determinants multiply. The diagonal entries of $T$ are
$$T_{00}=\cos a\cos b-\frac{Z_2}{Z_1}\sin a\sin b,\qquad T_{11}=\cos a\cos b-\frac{Z_1}{Z_2}\sin a\sin b .$$
Half their sum contains the coefficient
$$\frac12\left(\frac{Z_1}{Z_2}+\frac{Z_2}{Z_1}\right)=\frac{Z_1^2+Z_2^2}{2Z_1Z_2}=1+\frac{(Z_1-Z_2)^2}{2Z_1Z_2}.$$
The 1 combines with $\cos a\cos b$ to give $\cos(a+b)$, and the rest is the impedance term in $h$.

**Bloch condition.** Write $e=e^{i\theta}$. A nonzero $v$ with $(T-e)v=0$ exists exactly when $\det(T-e)=0$. Since $\det T=1$ and $e^2+1=2e\cos\theta$,
$$\det(T-e)=e^2-e\operatorname{tr}T+1=e\,(2\cos\theta-\operatorname{tr}T).$$
The factor $e$ never vanishes, so the condition is $\cos\theta=h$.

**Equal phases.** Put $b=a$ and use $\cos 2a+1=2\cos^2a$ and $\sin^2a=1-\cos^2a$:
$$h+1=2\cos^2a-\frac{(Z_1-Z_2)^2}{2Z_1Z_2}(1-\cos^2a)=\frac{(Z_1+Z_2)^2\cos^2a-(Z_1-Z_2)^2}{2Z_1Z_2}.$$
The last step uses $4Z_1Z_2+(Z_1-Z_2)^2=(Z_1+Z_2)^2$. The denominator is positive, so $h<-1$ means $(Z_1+Z_2)^2\cos^2a<(Z_1-Z_2)^2$. Taking square roots gives the stated inequality.

It remains to exclude a gap with $h>1$. For equal phases the impedance term only lowers $h$, so $h\le\cos 2a\le1$. Whenever $h\ge-1$, the angle $\theta=\arccos h$ is therefore a real Bloch phase. When $h<-1$ there is none, because $\cos\theta\ge-1$.

**Which impedances give a gap.** If $Z_1=Z_2$, the right-hand side of the criterion is zero and the strict inequality fails for every $a$. If $Z_1\ne Z_2$, it holds at $a=\pi/2$, where each layer is a quarter of a wavelength thick.

## Impedances in the ratio one to three

Take $Z_1=1$ and $Z_2=3$ in some common unit. The threshold is $2/4=1/2$, so within $0<a<\pi$ the gap is the interval $\pi/3<a<2\pi/3$. The coefficient of the impedance term is $4/6=2/3$.

- At $a=\pi/4$, $h=0-\tfrac23\cdot\tfrac12=-\tfrac13$, and $\theta=\arccos(-1/3)\approx1.91$ is a Bloch phase.
- At $a=\pi/3$, $h=-\tfrac12-\tfrac23\cdot\tfrac34=-1$. This is the band edge, with $\theta=\pi$.
- At $a=\pi/2$, $h=-1-\tfrac23=-\tfrac53$. The cell matrix is diagonal with entries $-3$ and $-1/3$, so its eigenstates grow or shrink threefold per cell.

## The layer, the cell and the Bloch wave in Lean

The development works with real $2\times2$ matrices.

```lean
import Mathlib

open Matrix

namespace RytovSuperlattice

noncomputable section
```

The definition `layer a Z` is $M(a,Z)$. The phase is an arbitrary real number, and its origin in $\omega d/c$ is left to the reader of the formula.

```lean
/-- Transfer matrix of a homogeneous layer with acoustic phase `a` and impedance `Z ≠ 0`,
acting on the pair (displacement, stress divided by frequency). -/
def layer (a Z : ℝ) : Matrix (Fin 2) (Fin 2) ℝ :=
  !![Real.cos a, Real.sin a / Z; -(Z * Real.sin a), Real.cos a]
```

The cell is the product in the order used above: a state meets the layer with phase `b` and impedance `Z2` first.

```lean
/-- Transfer matrix of one superlattice cell made of two layers with phases `a`, `b` and
nonzero impedances `Z1`, `Z2`. -/
def cell (a b Z1 Z2 : ℝ) : Matrix (Fin 2) (Fin 2) ℝ :=
  layer a Z1 * layer b Z2
```

The matrix `T` is real, but a Bloch state is in general complex. The next definition therefore maps the entries of `T` into the complex numbers before applying it to `v`. The condition `v ≠ 0` excludes the trivial solution. The phase `θ` is any real number, not restricted to one Brillouin zone.

```lean
/-- The cell matrix `T` admits a Bloch wave of real phase `θ`: a nonzero complex state that
is multiplied by `exp (i θ)` across the cell. -/
def HasBlochWave (T : Matrix (Fin 2) (Fin 2) ℝ) (θ : ℝ) : Prop :=
  ∃ v : Fin 2 → ℂ, v ≠ 0 ∧
    T.map Complex.ofReal *ᵥ v = Complex.exp (θ * Complex.I) • v
```

## Propagation through one layer

The following theorem ties the matrix to the acoustic equations. For any initial state `w`, the propagated state equals `w` at zero phase, and its components 0 and 1, displacement and scaled stress, have the derivatives $s/Z$ and $-Zu$. The impedance must be nonzero. In the code, `x` is the value of the phase coordinate at which the derivatives are taken, not the distance $x$ of the opening.

The auxiliary statements `e0` and `e1` write out the two components. The derivative rules for sine and cosine do the differentiation, and `linear_combination` matches the result to the required form using $ZZ^{-1}=1$.

```lean
/-- The layer matrix is the identity at zero phase, and the state it propagates obeys the
acoustic equations `u' = s / Z` and `s' = -Z u` in the phase coordinate. -/
theorem layer_propagates (Z : ℝ) (hZ : Z ≠ 0) (w : Fin 2 → ℝ) (x : ℝ) :
    layer 0 Z = 1 ∧
    HasDerivAt (fun y => (layer y Z *ᵥ w) 0) ((layer x Z *ᵥ w) 1 / Z) x ∧
    HasDerivAt (fun y => (layer y Z *ᵥ w) 1) (-Z * (layer x Z *ᵥ w) 0) x := by
  have e0 : ∀ y, (layer y Z *ᵥ w) 0 = Real.cos y * w 0 + Real.sin y / Z * w 1 := by
    intro y
    simp [layer, Matrix.mulVec, dotProduct, Fin.sum_univ_two]
  have e1 : ∀ y, (layer y Z *ᵥ w) 1 = -(Z * Real.sin y) * w 0 + Real.cos y * w 1 := by
    intro y
    simp [layer, Matrix.mulVec, dotProduct, Fin.sum_univ_two]
  have hi : Z * Z⁻¹ = 1 := mul_inv_cancel₀ hZ
  simp only [e0, e1]
  refine ⟨by simp [layer, Matrix.one_fin_two], ?_, ?_⟩
  · refine (((Real.hasDerivAt_cos x).mul_const (w 0)).fun_add
      (((Real.hasDerivAt_sin x).div_const Z).mul_const (w 1))).congr_deriv ?_
    linear_combination (Real.sin x * w 0) * hi
  · refine ((((Real.hasDerivAt_sin x).const_mul Z).fun_neg.mul_const (w 0)).fun_add
      ((Real.hasDerivAt_cos x).mul_const (w 1))).congr_deriv ?_
    linear_combination (Real.sin x * w 1) * hi
```

## Determinant one and Rytov's half-trace

The next three theorems need only nonzero impedances. The determinant of a layer reduces to $\sin^2a+\cos^2a=1$ once $Z$ has cancelled between the off-diagonal entries.

```lean
/-- The transfer matrix of a single layer has determinant one. -/
theorem layer_det (a Z : ℝ) (hZ : Z ≠ 0) : (layer a Z).det = 1 := by
  have h : Real.sin a / Z * (Z * Real.sin a) = Real.sin a * Real.sin a := by
    field_simp
  rw [layer, Matrix.det_fin_two_of]
  linear_combination Real.sin_sq_add_cos_sq a + h
```

The determinant of the cell follows from multiplicativity.

```lean
/-- The transfer matrix of the two-layer cell has determinant one. -/
theorem cell_det (a b Z1 Z2 : ℝ) (h1 : Z1 ≠ 0) (h2 : Z2 ≠ 0) :
    (cell a b Z1 Z2).det = 1 := by
  rw [cell, Matrix.det_mul, layer_det a Z1 h1, layer_det b Z2 h2, one_mul]
```

For the trace, `simp only` multiplies the matrices and expands $\cos(a+b)$. Then `field_simp` clears the denominators and `ring` confirms the identity for the coefficient $(Z_1^2+Z_2^2)/(2Z_1Z_2)$.

```lean
/-- Rytov's formula for half the trace of the cell matrix. -/
theorem cell_half_trace (a b Z1 Z2 : ℝ) (h1 : Z1 ≠ 0) (h2 : Z2 ≠ 0) :
    (cell a b Z1 Z2).trace / 2 =
      Real.cos (a + b) - (Z1 - Z2) ^ 2 / (2 * Z1 * Z2) * (Real.sin a * Real.sin b) := by
  simp only [cell, layer, Matrix.mul_fin_two, Matrix.trace_fin_two_of, Real.cos_add]
  field_simp
  ring
```

## The Bloch criterion for a unimodular matrix

This theorem concerns any real $2\times2$ matrix of determinant 1, whatever its source. It therefore also covers the transfer matrix of a non-interacting electron in a one-dimensional periodic potential, with the wavefunction and its derivative as the state.

The proof follows the factorisation above. The statement `key` is $e^2+1=2e\cos\theta$, obtained from Euler's formula. The two `generalize` steps then replace the exponential and the cosine by plain symbols `e` and `c`, so that only algebra remains; this `c` is not the sound speed. The statement `hdet` is the factorised characteristic determinant, and `hker` rewrites the eigenvalue equation as $(T-e)v=0$. Mathlib's `Matrix.exists_mulVec_eq_zero_iff` turns the existence of a nonzero solution into a vanishing determinant. Since `e` is not zero, the other factor must vanish.

```lean
/-- A real two-by-two transfer matrix of determinant one has a Bloch wave of real phase `θ`
exactly when `cos θ` is half its trace. -/
theorem hasBlochWave_iff (T : Matrix (Fin 2) (Fin 2) ℝ) (hT : T.det = 1) (θ : ℝ) :
    HasBlochWave T θ ↔ Real.cos θ = T.trace / 2 := by
  -- the phase factor e satisfies e² + 1 = 2 e cos θ
  have key : Complex.exp (θ * Complex.I) ^ 2 + 1 =
      2 * ((Real.cos θ : ℝ) : ℂ) * Complex.exp (θ * Complex.I) := by
    rw [Complex.exp_mul_I, Complex.ofReal_cos]
    linear_combination Complex.sin (θ : ℂ) ^ 2 * Complex.I_sq
      - Complex.sin_sq_add_cos_sq (θ : ℂ)
  have hne := Complex.exp_ne_zero (θ * Complex.I)
  unfold HasBlochWave
  generalize Complex.exp (θ * Complex.I) = e at *
  generalize Real.cos θ = c at *
  have hd : (T 0 0 : ℂ) * T 1 1 - T 0 1 * T 1 0 = 1 := by
    rw [Matrix.det_fin_two] at hT
    exact_mod_cast hT
  -- hence the characteristic determinant at e factorises
  have hdet : (T.map Complex.ofReal - e • (1 : Matrix (Fin 2) (Fin 2) ℂ)).det =
      e * ((2 * c - T.trace : ℝ) : ℂ) := by
    have hx : (T.map Complex.ofReal - e • (1 : Matrix (Fin 2) (Fin 2) ℂ)).det =
        ((T 0 0 : ℂ) - e) * ((T 1 1 : ℂ) - e) - T 0 1 * T 1 0 := by
      simp [Matrix.det_fin_two]
    rw [hx, Matrix.trace_fin_two]
    push_cast
    linear_combination hd + key
  have hker : (∃ v : Fin 2 → ℂ, v ≠ 0 ∧ T.map Complex.ofReal *ᵥ v = e • v) ↔
      ∃ v : Fin 2 → ℂ, v ≠ 0 ∧
        (T.map Complex.ofReal - e • (1 : Matrix (Fin 2) (Fin 2) ℂ)) *ᵥ v = 0 := by
    simp only [Matrix.sub_mulVec, Matrix.smul_mulVec, Matrix.one_mulVec, sub_eq_zero]
  rw [hker, Matrix.exists_mulVec_eq_zero_iff, hdet, mul_eq_zero, Complex.ofReal_eq_zero]
  constructor
  · rintro (h | h)
    · exact absurd h hne
    · linarith
  · intro h
    right
    linarith
```

Inserting the determinant and the half-trace of the cell gives the dispersion relation. It holds for all real phases `a` and `b`, equal or not, and for all nonzero impedances.

```lean
/-- Rytov dispersion relation: the real Bloch phases `θ` of the superlattice are the solutions
of `cos θ = cos (a + b) - (Z1 - Z2)² sin a sin b / (2 Z1 Z2)`. -/
theorem rytov_dispersion (a b Z1 Z2 θ : ℝ) (h1 : Z1 ≠ 0) (h2 : Z2 ≠ 0) :
    HasBlochWave (cell a b Z1 Z2) θ ↔ Real.cos θ =
      Real.cos (a + b) - (Z1 - Z2) ^ 2 / (2 * Z1 * Z2) * (Real.sin a * Real.sin b) := by
  rw [hasBlochWave_iff _ (cell_det a b Z1 Z2 h1 h2), cell_half_trace a b Z1 Z2 h1 h2]
```

In a lossless one-dimensional continuum model, this relation provides a closed-form test for a numerical transfer-matrix code that computes folded acoustic phonon branches. It leaves out absorption, oblique incidence, imperfect bonding and the atomic structure of the layers.

## The minigap for equal phases

From here on both impedances are positive, as they are for ordinary elastic media, and both layers have phase `a`. Physically, the phases agree at every frequency when sound takes the same time to cross each layer.

In the next proof `key` is the formula for $h+1$, the signed difference between the half-trace and its band-edge value $-1$, which is negative inside the gap. The statement `hR` converts the inequality between absolute values into one between squares: `lt_div_iff₀` multiplies by the positive sum $Z_1+Z_2$, and `sq_lt_sq` compares the squares. The two directions then read off the sign of a fraction with positive denominator.

```lean
/-- For layers of equal phase `a`, the half-trace lies below `-1` exactly when
`|cos a| < |Z1 - Z2| / (Z1 + Z2)`. -/
theorem half_trace_lt_iff (a Z1 Z2 : ℝ) (h1 : 0 < Z1) (h2 : 0 < Z2) :
    (cell a a Z1 Z2).trace / 2 < -1 ↔ |Real.cos a| < |Z1 - Z2| / (Z1 + Z2) := by
  have hs : 0 < Z1 + Z2 := by linarith
  have hp : 0 < 2 * Z1 * Z2 := by positivity
  have hsin : Real.sin a * Real.sin a = 1 - Real.cos a ^ 2 := by
    linear_combination Real.sin_sq_add_cos_sq a
  -- signed difference between the half-trace and its band-edge value -1
  have key : (cell a a Z1 Z2).trace / 2 + 1 =
      ((Real.cos a * (Z1 + Z2)) ^ 2 - (Z1 - Z2) ^ 2) / (2 * Z1 * Z2) := by
    rw [cell_half_trace a a Z1 Z2 h1.ne' h2.ne', Real.cos_add, hsin]
    field_simp
    ring
  have hR : |Real.cos a| < |Z1 - Z2| / (Z1 + Z2) ↔
      (Real.cos a * (Z1 + Z2)) ^ 2 < (Z1 - Z2) ^ 2 := by
    rw [lt_div_iff₀ hs, sq_lt_sq, abs_mul, abs_of_pos hs]
  rw [hR]
  constructor
  · intro h
    have h' : ((Real.cos a * (Z1 + Z2)) ^ 2 - (Z1 - Z2) ^ 2) / (2 * Z1 * Z2) < 0 := by
      linarith
    rw [div_lt_iff₀ hp, zero_mul] at h'
    linarith
  · intro h
    have h' : ((Real.cos a * (Z1 + Z2)) ^ 2 - (Z1 - Z2) ^ 2) / (2 * Z1 * Z2) < 0 :=
      div_neg_of_neg_of_pos (by linarith) hp
    linarith
```

The condition on the half-trace is now turned into a statement about waves: for every real `θ` there is no Bloch wave. In the forward direction the proof supposes that the half-trace is at least $-1$. The statement `h0` says that the impedance term is nonnegative, `hhi` deduces $h\le1$, and `Real.cos_arccos` supplies a Bloch phase, which contradicts the assumption. The reverse direction uses $\cos\theta\ge-1$.

The inequality is strict, so a band edge does not count as part of the gap: there a Bloch wave with $\theta=\pi$ still exists.

```lean
/-- Minigap criterion: a superlattice with layers of equal phase `a` has no Bloch wave of real
phase exactly when `|cos a| < |Z1 - Z2| / (Z1 + Z2)`. -/
theorem minigap_iff (a Z1 Z2 : ℝ) (h1 : 0 < Z1) (h2 : 0 < Z2) :
    (∀ θ, ¬ HasBlochWave (cell a a Z1 Z2) θ) ↔
      |Real.cos a| < |Z1 - Z2| / (Z1 + Z2) := by
  have hdet := cell_det a a Z1 Z2 h1.ne' h2.ne'
  rw [← half_trace_lt_iff a Z1 Z2 h1 h2]
  constructor
  · intro h
    by_contra hn
    -- the half-trace never exceeds 1, so outside the gap arccos gives a Bloch phase
    have h0 : 0 ≤ (Z1 - Z2) ^ 2 / (2 * Z1 * Z2) * (Real.sin a * Real.sin a) :=
      mul_nonneg (by positivity) (mul_self_nonneg _)
    have hhi : (cell a a Z1 Z2).trace / 2 ≤ 1 := by
      rw [cell_half_trace a a Z1 Z2 h1.ne' h2.ne']
      linarith [Real.cos_le_one (a + a)]
    exact h _ ((hasBlochWave_iff _ hdet _).2 (Real.cos_arccos (not_lt.1 hn) hhi))
  · intro h θ hB
    have hc := (hasBlochWave_iff _ hdet θ).1 hB
    linarith [Real.neg_one_le_cos θ]
```

The last theorem lets the common phase vary. For equal impedances the criterion would give $|\cos a|<0$, which is impossible. For different impedances the proof chooses `Real.pi / 2`, where the cosine vanishes and the right-hand side is positive. Any impedance contrast, however small, thus opens a gap at the quarter-wave phase in this model.

```lean
/-- Some common layer phase gives a minigap exactly when the two impedances differ. -/
theorem exists_minigap_iff (Z1 Z2 : ℝ) (h1 : 0 < Z1) (h2 : 0 < Z2) :
    (∃ a, ∀ θ, ¬ HasBlochWave (cell a a Z1 Z2) θ) ↔ Z1 ≠ Z2 := by
  constructor
  · rintro ⟨a, h⟩ heq
    have h' := (minigap_iff a Z1 Z2 h1 h2).1 h
    rw [heq, sub_self, abs_zero, zero_div] at h'
    linarith [abs_nonneg (Real.cos a)]
  · intro h
    -- quarter-wave layers
    refine ⟨Real.pi / 2, (minigap_iff _ Z1 Z2 h1 h2).2 ?_⟩
    rw [Real.cos_pi_div_two, abs_zero]
    exact div_pos (abs_pos.2 (sub_ne_zero.2 h)) (by linarith)

end

end RytovSuperlattice
```

```lean
#print axioms RytovSuperlattice.layer_propagates
-- 'RytovSuperlattice.layer_propagates' depends on axioms: [propext, Classical.choice, Quot.sound]
#print axioms RytovSuperlattice.rytov_dispersion
-- 'RytovSuperlattice.rytov_dispersion' depends on axioms: [propext, Classical.choice, Quot.sound]
#print axioms RytovSuperlattice.exists_minigap_iff
-- 'RytovSuperlattice.exists_minigap_iff' depends on axioms: [propext, Classical.choice, Quot.sound]
```
